# Reference totals fix a molecule's bond additivity correction exactly when its bond counts lie in the span of theirs

Two fits of my bond corrections reproduce every reference molecule equally well and still disagree by 1 kcal/mol on ethane. The references are ethene, propene and 1-butene, and the parameters belong to C–C, C–H and C=C bonds, in that order. One program returns (0.5, −0.1, 1.0) kcal/mol, the other (0, 0.15, 0). Both give total corrections of 0.6, 0.9 and 1.2 for the three alkenes. For ethane the first gives −0.1 and the second 0.9. I have three references for three parameters, and both bond types in ethane occur in the references. Is one of the fits wrong, and how can I tell which predictions to trust?

## Ethane lies outside the span of the three alkenes

Neither fit is wrong: your references don't determine the correction for ethane. In each of your alkenes the number of C–H bonds is twice the number of C–C bonds plus four times the number of C=C bonds. Every linear combination of the three inherits this relation, but ethane, with one C–C and six C–H bonds, violates it. What matters is whether the target's bond counts are a linear combination of those of the references, not whether each bond type occurs somewhere.

For the general argument, let B be the finite set of bond types, n_b the number of bonds of type b in the target, and c_b the parameter for that type. The total correction is

n·c = Σ_b n_b c_b.

Reference i has the bond-count vector n_i, and S is the real span of all the n_i.

**Target inside S.** Then n = Σ_i a_i n_i, with finitely many nonzero a_i. If c and c' give equal totals on all references,

n·c = Σ_i a_i (n_i·c) = Σ_i a_i (n_i·c') = n·c'.

**Target outside S.** Split n = s + r with s in S and r orthogonal to S. Since n is not in S, r ≠ 0, and we may set d = r/(r·r). Then

n_i·d = 0 for every i, and n·d = (s + r)·r/(r·r) = 1.

Adding d to the parameters changes no reference total and shifts the target by one. In your case d = (−0.5, 0.25, −1) does this, and it is the difference between your two fits. For any real t, the parameters

c' = c + (t − n·c) d

keep all reference totals and give the target the correction n·c + (t − n·c) = t. The references therefore leave its value entirely open.

**Least squares.** Let e_j be the correction that reference j ought to have, and let

R(c) = Σ_j (e_j − n_j·c)².

Suppose c and c' both minimise R, and let p = (c + c')/2. For real numbers u and v,

(u − v)² = 2u² + 2v² − 4((u + v)/2)².

Taking u and v as the residuals of reference j under c and c', and summing over j, gives

Σ_j (n_j·c − n_j·c')² = 2R(c) + 2R(c') − 4R(p) ≤ 0,

because neither R(c) nor R(c') exceeds R(p). Every square on the left is therefore zero, so all fits share the same reference totals, even when they don't reproduce the data exactly. If n is in S, they also agree on the target. If it is not, the construction above with t = n·c + 1 gives parameters with the same R, hence another fit, and a different prediction.

## Bond counts and fits as Lean objects

A molecule is a function `B → ℝ`, and so is a set of parameters; `bondCorrection n c` is n·c. Counts may be any real numbers, so the theorems apply to whole-number counts in particular. Energies are plain reals, understood in one common unit. The references are a family `ref : ι → B → ℝ`, and S is `Submodule.span ℝ (Set.range ref)`.

`determined_iff_mem_span` says that any two parameter vectors with equal totals on all references agree on the target if and only if n lies in S. Here the family of references may be infinite. The statements about fitting need finitely many, which is the assumption `[Fintype ι]`.

`fitted_correction_unique_iff` starts from a given least-squares fit `c`, the hypothesis `hc`, and says that every other fit to the same data predicts the same target correction if and only if n lies in S. That a fit exists is assumed there, not derived. The objective is the unweighted sum of squares, with no penalty on the parameters.

For computed thermochemistry, this tells you which molecules a training set can correct unambiguously, provided that the correction is linear in the bond counts. It does not tell you that an unambiguous correction is accurate.

The file's chemical example uses ethane and propane as references. An acyclic alkane with m carbon atoms has the counts (m − 1, 2m + 2, 0), and

alkane(m) = (3 − m) ethane + (m − 2) propane.

For methane, m = 1, this reads 2 ethane − propane = (0, 4, 0). The two references thus determine every acyclic alkane, but not ethene, whose C=C bond they never see.

The smallest case has no references at all. Then S contains only the zero vector, any two parameter vectors agree on the references vacuously, and the only determined target is one with no bonds of the listed types.

```lean
import Mathlib

open Finset

namespace BondAdditivityCorrection

noncomputable section

variable {B ι : Type*} [Fintype B]

/-- The total bond additivity correction of a molecule with bond counts `n`, when a bond of
type `b` contributes `c b`. -/
def bondCorrection (n c : B → ℝ) : ℝ := ∑ b, n b * c b

/-- The sum of squared deviations between the target corrections `e i` of the reference
molecules and their bond additivity corrections. -/
def squaredResidual [Fintype ι] (ref : ι → B → ℝ) (e : ι → ℝ) (c : B → ℝ) : ℝ :=
  ∑ i, (e i - bondCorrection (ref i) c) ^ 2

/-- The bond parameters `c` are a least-squares fit if no other parameters have a smaller
sum of squared deviations. -/
def IsLeastSquaresFit [Fintype ι] (ref : ι → B → ℝ) (e : ι → ℝ) (c : B → ℝ) : Prop :=
  ∀ x, squaredResidual ref e c ≤ squaredResidual ref e x

/-- If the bond counts of the target are a linear combination of those of the references, then
two parameter sets that agree on all references agree on the target. -/
theorem agree_of_mem_span {ref : ι → B → ℝ} {n c c' : B → ℝ}
    (hn : n ∈ Submodule.span ℝ (Set.range ref))
    (h : ∀ i, bondCorrection (ref i) c = bondCorrection (ref i) c') :
    bondCorrection n c = bondCorrection n c' := by
  induction hn using Submodule.span_induction with
  | mem x hx =>
    obtain ⟨i, rfl⟩ := hx
    exact h i
  | zero => simp [bondCorrection]
  | add x y _ _ hx hy =>
    simp only [bondCorrection, Pi.add_apply, add_mul, sum_add_distrib] at hx hy ⊢
    rw [hx, hy]
  | smul a x _ hx =>
    simp only [bondCorrection, Pi.smul_apply, smul_eq_mul, mul_assoc, ← mul_sum] at hx ⊢
    rw [hx]

/-- If the target lies outside the span of the references, some change of the bond parameters
leaves every reference correction unchanged and shifts that of the target by one. -/
theorem exists_hidden_change {ref : ι → B → ℝ} {n : B → ℝ}
    (hn : n ∉ Submodule.span ℝ (Set.range ref)) :
    ∃ d : B → ℝ, (∀ i, bondCorrection (ref i) d = 0) ∧ bondCorrection n d = 1 := by
  classical
  -- a linear functional that vanishes on the references but not on the target
  obtain ⟨f, hf, hfn⟩ : ∃ f : (B → ℝ) →ₗ[ℝ] ℝ,
      (∀ v ∈ Submodule.span ℝ (Set.range ref), f v = 0) ∧ f n ≠ 0 := by
    by_contra hcon
    apply hn
    rw [← Submodule.Quotient.mk_eq_zero, ← Module.forall_dual_apply_eq_zero_iff ℝ]
    intro φ
    by_contra hφ
    refine hcon ⟨φ.comp (Submodule.mkQ _), fun v hv => ?_, hφ⟩
    rw [LinearMap.comp_apply, Submodule.mkQ_apply,
      (Submodule.Quotient.mk_eq_zero _).2 hv, map_zero]
  -- its components, suitably scaled, are the bond parameters sought
  have key : ∀ v : B → ℝ,
      bondCorrection v (fun b => f (fun j => if b = j then 1 else 0) / f n) = f v / f n := by
    intro v
    rw [LinearMap.pi_apply_eq_sum_univ f v, sum_div]
    exact sum_congr rfl fun b _ => (mul_div_assoc _ _ _).symm
  refine ⟨_, fun i => ?_, (key n).trans (div_self hfn)⟩
  rw [key, hf _ (Submodule.subset_span ⟨i, rfl⟩), zero_div]

/-- If the target lies outside the span of the references, its correction can be given any
value `t` without changing the correction of any reference. -/
theorem target_correction_arbitrary {ref : ι → B → ℝ} {n : B → ℝ}
    (hn : n ∉ Submodule.span ℝ (Set.range ref)) (c : B → ℝ) (t : ℝ) :
    ∃ c' : B → ℝ, (∀ i, bondCorrection (ref i) c' = bondCorrection (ref i) c) ∧
      bondCorrection n c' = t := by
  obtain ⟨d, hd, hnd⟩ := exists_hidden_change hn
  have key : ∀ v : B → ℝ, bondCorrection v (fun b => c b + (t - bondCorrection n c) * d b)
      = bondCorrection v c + (t - bondCorrection n c) * bondCorrection v d := by
    intro v
    generalize t - bondCorrection n c = s
    simp only [bondCorrection, mul_sum, ← sum_add_distrib]
    exact sum_congr rfl fun b _ => by ring
  refine ⟨fun b => c b + (t - bondCorrection n c) * d b, fun i => ?_, ?_⟩
  · rw [key, hd, mul_zero, add_zero]
  · rw [key, hnd]
    ring

/-- Any two sets of bond parameters with equal corrections for all references agree on the
target if and only if the bond counts of the target lie in the span of those of the references. -/
theorem determined_iff_mem_span (ref : ι → B → ℝ) (n : B → ℝ) :
    (∀ c c' : B → ℝ, (∀ i, bondCorrection (ref i) c = bondCorrection (ref i) c') →
      bondCorrection n c = bondCorrection n c') ↔
    n ∈ Submodule.span ℝ (Set.range ref) := by
  refine ⟨fun h => ?_, fun hn c c' => agree_of_mem_span hn⟩
  by_contra hn
  obtain ⟨c', hc', ht⟩ := target_correction_arbitrary hn 0 (bondCorrection n 0 + 1)
  have := h c' 0 hc'
  linarith

/-- Two least-squares fits to the same data give every reference molecule the same
correction. -/
theorem fits_agree_on_references [Fintype ι] {ref : ι → B → ℝ} {e : ι → ℝ} {c c' : B → ℝ}
    (hc : IsLeastSquaresFit ref e c) (hc' : IsLeastSquaresFit ref e c') (i : ι) :
    bondCorrection (ref i) c = bondCorrection (ref i) c' := by
  have hm : ∀ v : B → ℝ, bondCorrection v (fun b => (c b + c' b) / 2)
      = (bondCorrection v c + bondCorrection v c') / 2 := by
    intro v
    simp only [bondCorrection]
    rw [← sum_add_distrib, sum_div]
    exact sum_congr rfl fun b _ => by ring
  -- parallelogram identity for the residuals at the two fits and at their midpoint
  have hpar : ∑ j, (bondCorrection (ref j) c - bondCorrection (ref j) c') ^ 2
      = 2 * squaredResidual ref e c + 2 * squaredResidual ref e c'
        - 4 * squaredResidual ref e (fun b => (c b + c' b) / 2) := by
    simp only [squaredResidual, hm, mul_sum, ← sum_add_distrib, ← sum_sub_distrib]
    exact sum_congr rfl fun j _ => by ring
  have h1 := hc (fun b => (c b + c' b) / 2)
  have h2 := hc' (fun b => (c b + c' b) / 2)
  have h3 := single_le_sum
    (f := fun j => (bondCorrection (ref j) c - bondCorrection (ref j) c') ^ 2)
    (fun j _ => sq_nonneg _) (mem_univ i)
  have h4 : (bondCorrection (ref i) c - bondCorrection (ref i) c') ^ 2 = 0 :=
    le_antisymm (by linarith) (sq_nonneg _)
  exact sub_eq_zero.1 ((pow_eq_zero_iff two_ne_zero).1 h4)

/-- Given a least-squares fit `c`, all least-squares fits to the same data predict the same
correction for the target if and only if the target lies in the span of the references. -/
theorem fitted_correction_unique_iff [Fintype ι] {ref : ι → B → ℝ} {e : ι → ℝ} {c : B → ℝ}
    (hc : IsLeastSquaresFit ref e c) (n : B → ℝ) :
    (∀ c', IsLeastSquaresFit ref e c' → bondCorrection n c' = bondCorrection n c) ↔
    n ∈ Submodule.span ℝ (Set.range ref) := by
  refine ⟨fun h => ?_, fun hn c' hc' => agree_of_mem_span hn (fits_agree_on_references hc' hc)⟩
  by_contra hn
  obtain ⟨c', hc', ht⟩ := target_correction_arbitrary hn c (bondCorrection n c + 1)
  have hS : squaredResidual ref e c' = squaredResidual ref e c := by
    simp only [squaredResidual, hc']
  have := h c' (fun x => hS.le.trans (hc x))
  linarith

/-- The numbers of C–C, C–H and C=C bonds in an acyclic alkane with `m ≥ 1` carbon atoms. -/
def alkane (m : ℕ) : Fin 3 → ℝ := ![(m : ℝ) - 1, 2 * (m : ℝ) + 2, 0]

/-- The numbers of C–C, C–H and C=C bonds in ethene. -/
def ethene : Fin 3 → ℝ := ![0, 4, 1]

/-- The bond counts of every acyclic alkane lie in the span of those of ethane and propane. -/
theorem alkane_mem_span (m : ℕ) :
    alkane m ∈ Submodule.span ℝ (Set.range ![alkane 2, alkane 3]) := by
  have h : alkane m = (3 - (m : ℝ)) • alkane 2 + ((m : ℝ) - 2) • alkane 3 := by
    ext b
    fin_cases b <;> simp [alkane] <;> ring
  rw [h]
  exact Submodule.add_mem _
    (Submodule.smul_mem _ _ (Submodule.subset_span ⟨0, rfl⟩))
    (Submodule.smul_mem _ _ (Submodule.subset_span ⟨1, rfl⟩))

/-- The bond counts of ethene do not lie in the span of those of ethane and propane. -/
theorem ethene_notMem_span :
    ethene ∉ Submodule.span ℝ (Set.range ![alkane 2, alkane 3]) := by
  intro h
  -- a correction for the C=C bond alone is invisible to both alkanes
  have h1 := agree_of_mem_span (c := 0) (c' := ![0, 0, 1]) h (by
    intro i
    fin_cases i <;> simp [bondCorrection, alkane, Fin.sum_univ_three])
  simp [bondCorrection, ethene, Fin.sum_univ_three] at h1

end

end BondAdditivityCorrection
```

```lean
#print axioms BondAdditivityCorrection.determined_iff_mem_span
#print axioms BondAdditivityCorrection.fitted_correction_unique_iff
#print axioms BondAdditivityCorrection.alkane_mem_span
#print axioms BondAdditivityCorrection.ethene_notMem_span
```

```
'BondAdditivityCorrection.determined_iff_mem_span' depends on axioms: [propext, Classical.choice, Quot.sound]
'BondAdditivityCorrection.fitted_correction_unique_iff' depends on axioms: [propext, Classical.choice, Quot.sound]
'BondAdditivityCorrection.alkane_mem_span' depends on axioms: [propext, Classical.choice, Quot.sound]
'BondAdditivityCorrection.ethene_notMem_span' depends on axioms: [propext, Classical.choice, Quot.sound]
```

## From the hidden parameter change to the fits

`agree_of_mem_span` handles a target inside S by induction on how its vector is built: a reference vector, zero, a sum or a scalar multiple. The first case is the assumed agreement on the references; the others are the linearity used above, one operation at a time.

`exists_hidden_change` supplies d. Where the derivation above uses an orthogonal projection, Lean looks for a linear functional f that vanishes on S but not on n. If there were none, every functional on the quotient space (B → ℝ)/S would vanish on the class of n. That class would then be zero, which means that n is in S, a contradiction. The step `key` turns f into bond parameters: the component of d for bond type b is f applied to the unit vector of b, divided by f(n). Both required properties follow.

`target_correction_arbitrary` adds the multiple t − n·c of d to c, and its own `key` expands the correction of any molecule under the new parameters. `determined_iff_mem_span` then combines the two directions. For a target outside S, it compares the zero parameters with parameters that have the same reference totals but a target correction larger by one.

In `fits_agree_on_references`, `hm` computes the correction at the midpoint and `hpar` is the summed identity for the squares. `h1` and `h2` state that the midpoint is no better than either fit. `h3` bounds the square for one reference i by the whole sum, so `h4` can conclude that it is zero.

`fitted_correction_unique_iff` uses this lemma together with `agree_of_mem_span` for a target inside S. For a target outside, `hS` records that the shifted parameters have the same squared residual, which makes them a fit as well.

Of the two chemical theorems, `alkane_mem_span` checks the combination of ethane and propane component by component. `ethene_notMem_span` compares the parameter vectors (0, 0, 0) and (0, 0, 1): they agree on both alkanes, so they would have to agree on ethene if it were in the span, yet they give it the corrections 0 and 1.
